# Steady heating damps, and steady cooling amplifies, small oscillations of a driven Nosé–Hoover temperature model

## A thermostat working against a drift

In a first-principles molecular dynamics run, incompletely converged forces can make the nuclei gain or lose energy steadily. A Nosé–Hoover thermostat counteracts such a drift with a friction coefficient that grows while the system is too hot and falls while it is too cold. This feedback can make the temperature oscillate. Do the oscillations die out, and does it matter whether the drift heats or cools?

Let $T$ be the kinetic temperature, $z$ the friction and $T_0$ the target. A minimal model is

$$T' = r - a z T,\qquad z' = b(T-T_0),\qquad a,b,T_0>0.$$

Here $r$ is the drift, a constant heating rate if positive and a cooling rate if negative. The constant $a$ converts friction into temperature loss; it is $2$ when the friction force on each momentum $p$ is $-zp$, because kinetic energy is quadratic in $p$. The constant $b$ sets how fast the thermostat responds, and a heavier thermostat has a smaller $b$. The model replaces the fluctuating work done by the interatomic forces with the constant $r$.

## The steady state and its eigenvalues

If $z'=0$, then $T=T_0$, since $b\neq0$. Then $T'=0$ gives $z=r/(aT_0)$. This is the only steady state; under cooling its friction is negative.

The Jacobian at $(T,z)$ is

$$J=\begin{pmatrix}-az&-aT\\ b&0\end{pmatrix}.$$

Let $(v_0,v_1)\neq 0$ be an eigenvector with eigenvalue $\mu$. The rows read $-azv_0-aTv_1=\mu v_0$ and $bv_0=\mu v_1$. If $v_1$ were zero, $v_0$ would be zero too, so $v_1\ne0$. Multiplying the first row by $b$, inserting the second and dividing by $v_1$ gives

$$\mu^2+az\mu+abT=0.$$

Conversely, for any root $\mu$ the vector $(\mu,b)$ is an eigenvector.

At the steady state put $c=r/T_0$, $d=abT_0>0$ and $\mu=x+iy$. The real and imaginary parts are

$$x^2-y^2+cx+d=0,\qquad y(2x+c)=0.$$

- If $y\neq0$, then $x=-c/2=-r/(2T_0)$, which has the sign opposite to $r$.
- If $y=0$, then $x^2+cx+d=0$. For $r>0$ and $x\ge0$ the left side is at least $d>0$, so $x<0$. For $r<0$ and $x\le0$ the same holds, so $x>0$.

Thus heating gives $\operatorname{Re}\mu<0$ and cooling gives $\operatorname{Re}\mu>0$.

For either sign of $r$, if $y\neq0$ the first equation also gives $4y^2=4d-c^2$, so $c^2<4d$. If $y=0$, it gives $4d-c^2=-(2x+c)^2\le0$. The eigenvalues are therefore non-real exactly when $r^2<4abT_0^3$, which is when there are linear oscillations to damp or amplify.

## Beyond small amplitudes

For $T>0$ define

$$L=b(T-T_0\log T)+\frac a2\Bigl(z-\frac r{aT_0}\Bigr)^2 .$$

Along a motion,

$$L'=b\frac{T-T_0}{T}(r-azT)+ab\Bigl(z-\frac r{aT_0}\Bigr)(T-T_0)
=b(T-T_0)\Bigl(\frac rT-\frac r{T_0}\Bigr)=-\frac{br(T-T_0)^2}{T_0T}.$$

The function $L$ has its only minimum at the steady state, because $T-T_0\log T$ is smallest at $T=T_0$. By the formula for $L'$, $L$ never increases under heating and never decreases under cooling, at any amplitude.

## A thermostat with the wrong response

Requiring only $b\neq0$ instead of $b>0$ would not be enough for the sign result. Take $a=T_0=r=1$ and $b=-2$. The characteristic equation becomes $\mu^2+\mu-2=0$, with roots $1$ and $-2$, so one eigenvalue is positive despite the heating. This thermostat lowers its friction when the system is too hot.

## What the Lean statements say

The right-hand sides are `tempRate` and `frictionRate`. In `jacobian`, index `0` stands for temperature and index `1` for friction, and `jacobian_entries` identifies the entries as partial derivatives. `IsEigenvalue` asks for a nonzero complex vector, so oscillatory modes are included although the matrix is real.

`steady_state_iff` holds for all real `r`, `T` and `z`, including $r=0$. `heating_damps_cooling_amplifies` concerns every eigenvalue of `jacobian a b T0 (r / (a * T0))`, the Jacobian at that steady state. `oscillation_criterion` gives the condition for non-real eigenvalues and their real part.

In `lyapunov_rate` and `lyapunov_monotone`, a motion is a pair of functions `T` and `z` satisfying the differential equations, with positive temperature at the instant or on the interval considered. The existence of such motions is assumed, and convergence to the steady state is not claimed.

For simulation practice, the form of the drift matters, because the results above are for a rate $r$ that does not depend on temperature. A loss caused by an extra friction force is instead proportional to $T$. Replacing $r$ by $-kT$ with $k>0$ only shifts the friction, since $-kT-azT=-a(z+k/a)T$. The model then behaves as it does for $r=0$: the eigenvalues are $\pm i\sqrt{abT_0}$, and in the linear approximation the oscillations neither grow nor decay. This comparison is not part of the Lean file.

## The complete file

```lean
import Mathlib

open Matrix

namespace DrivenNoseHoover

noncomputable section

/-- Rate of change of the temperature `T` at thermostat friction `z`, with steady
heating rate `r` and coupling `a`. -/
def tempRate (a r T z : ℝ) : ℝ := r - a * z * T

/-- Rate of change of the thermostat friction at temperature `T`, with target
temperature `T0` and response coefficient `b`. -/
def frictionRate (b T0 T : ℝ) : ℝ := b * (T - T0)

/-- Jacobian matrix of the temperature and friction equations at the point `(T, z)`. -/
def jacobian (a b T z : ℝ) : Matrix (Fin 2) (Fin 2) ℝ :=
  !![-(a * z), -(a * T); b, 0]

/-- The complex number `μ` is an eigenvalue of the real matrix `M`: some nonzero complex
vector is multiplied by `μ`. -/
def IsEigenvalue (M : Matrix (Fin 2) (Fin 2) ℝ) (μ : ℂ) : Prop :=
  ∃ v : Fin 2 → ℂ, v ≠ 0 ∧ (M.map (fun x : ℝ => (x : ℂ))) *ᵥ v = μ • v

/-- For positive `a`, `b` and `T0`, a function on the states with `T > 0` that is smallest at the
steady state, where the friction is `r / (a * T0)`. Under steady heating, `r > 0`, it is a Lyapunov
function of the driven thermostat. -/
def lyapunov (a b r T0 T z : ℝ) : ℝ :=
  b * (T - T0 * Real.log T) + a / 2 * (z - r / (a * T0)) ^ 2

/-- The entries of the Jacobian are the partial derivatives of the two rates with respect
to temperature and friction. -/
theorem jacobian_entries (a b r T0 T z : ℝ) :
    HasDerivAt (fun s => tempRate a r s z) (jacobian a b T z 0 0) T ∧
    HasDerivAt (fun s => tempRate a r T s) (jacobian a b T z 0 1) z ∧
    HasDerivAt (fun s => frictionRate b T0 s) (jacobian a b T z 1 0) T ∧
    HasDerivAt (fun _ => frictionRate b T0 T) (jacobian a b T z 1 1) z := by
  refine ⟨?_, ?_, ?_, ?_⟩
  · have h := ((hasDerivAt_id' T).const_mul (a * z)).const_sub r
    exact h.congr_deriv (by simp [jacobian])
  · have h := (((hasDerivAt_id' z).const_mul a).mul_const T).const_sub r
    exact h.congr_deriv (by simp [jacobian])
  · have h := ((hasDerivAt_id' T).sub_const T0).const_mul b
    exact h.congr_deriv (by simp [jacobian])
  · exact (hasDerivAt_const z (frictionRate b T0 T)).congr_deriv (by simp [jacobian])

/-- For positive `a`, `b` and `T0`, both rates vanish exactly at the target temperature
with friction `r / (a * T0)`. -/
theorem steady_state_iff {a b T0 : ℝ} (ha : 0 < a) (hb : 0 < b) (hT0 : 0 < T0)
    (r T z : ℝ) :
    (tempRate a r T z = 0 ∧ frictionRate b T0 T = 0) ↔ (T = T0 ∧ z = r / (a * T0)) := by
  have hne : a * T0 ≠ 0 := (mul_pos ha hT0).ne'
  unfold tempRate frictionRate
  constructor
  · rintro ⟨h1, h2⟩
    have hT : T = T0 := sub_eq_zero.mp ((mul_eq_zero.mp h2).resolve_left hb.ne')
    subst hT
    refine ⟨rfl, ?_⟩
    rw [eq_div_iff hne]
    linear_combination -h1
  · rintro ⟨rfl, hz⟩
    rw [eq_div_iff hne] at hz
    exact ⟨by linear_combination -hz, by ring⟩

/-- For `b ≠ 0`, the eigenvalues of the Jacobian at `(T, z)` are the complex roots of
`μ² + a z μ + a b T = 0`. -/
theorem eigenvalue_iff {b : ℝ} (hb : b ≠ 0) (a T z : ℝ) (μ : ℂ) :
    IsEigenvalue (jacobian a b T z) μ ↔
      μ ^ 2 + ((a * z : ℝ) : ℂ) * μ + ((a * b * T : ℝ) : ℂ) = 0 := by
  have hb' : (b : ℂ) ≠ 0 := Complex.ofReal_ne_zero.mpr hb
  constructor
  · rintro ⟨v, hv, h⟩
    have h0 := congrFun h 0
    have h1 := congrFun h 1
    simp [jacobian, Matrix.mulVec, dotProduct, Fin.sum_univ_two] at h0 h1
    -- an eigenvector must have a friction component
    have hv1 : v 1 ≠ 0 := by
      intro hz
      have hb0 : (b : ℂ) * v 0 = 0 := by rw [h1, hz, mul_zero]
      have hv0 : v 0 = 0 := (mul_eq_zero.mp hb0).resolve_left hb'
      apply hv
      ext i
      fin_cases i
      · exact hv0
      · exact hz
    apply mul_right_cancel₀ hv1
    push_cast
    linear_combination (-(μ + a * z)) * h1 - b * h0
  · intro h
    push_cast at h
    refine ⟨![μ, (b : ℂ)], fun h0 => hb' (by simpa using congrFun h0 1), ?_⟩
    ext i
    fin_cases i
    · simp [jacobian, Matrix.mulVec, dotProduct, Fin.sum_univ_two]
      linear_combination -h
    · simp [jacobian, Matrix.mulVec, dotProduct, Fin.sum_univ_two, mul_comm]

/-- Real and imaginary parts of the characteristic equation at the steady state, for
positive `a`, `b` and `T0`. -/
theorem eigenvalue_parts {a b T0 r : ℝ} (ha : 0 < a) (hb : 0 < b) (hT0 : 0 < T0) {μ : ℂ}
    (h : IsEigenvalue (jacobian a b T0 (r / (a * T0))) μ) :
    μ.re ^ 2 - μ.im ^ 2 + r / T0 * μ.re + a * b * T0 = 0 ∧
      μ.im * (2 * μ.re + r / T0) = 0 := by
  have hc : a * (r / (a * T0)) = r / T0 := by field_simp
  rw [eigenvalue_iff hb.ne', hc] at h
  generalize r / T0 = c at h ⊢
  generalize a * b * T0 = d at h ⊢
  have h1 := congrArg Complex.re h
  have h2 := congrArg Complex.im h
  simp only [pow_two, Complex.add_re, Complex.mul_re, Complex.add_im, Complex.mul_im,
    Complex.ofReal_re, Complex.ofReal_im, Complex.zero_re, Complex.zero_im] at h1 h2
  exact ⟨by linear_combination h1, by linear_combination h2⟩

/-- For positive `a`, `b` and `T0`, every eigenvalue of the Jacobian at the steady state has
negative real part under steady heating and positive real part under steady cooling. -/
theorem heating_damps_cooling_amplifies {a b T0 r : ℝ} (ha : 0 < a) (hb : 0 < b)
    (hT0 : 0 < T0) {μ : ℂ} (h : IsEigenvalue (jacobian a b T0 (r / (a * T0))) μ) :
    (0 < r → μ.re < 0) ∧ (r < 0 → 0 < μ.re) := by
  obtain ⟨p, q⟩ := eigenvalue_parts ha hb hT0 h
  have hd : 0 < a * b * T0 := by positivity
  constructor
  · intro hr
    have hc : 0 < r / T0 := div_pos hr hT0
    by_contra hx
    have hx' : 0 ≤ μ.re := not_lt.mp hx
    rcases mul_eq_zero.mp q with hi | hi
    · rw [hi] at p
      nlinarith [mul_nonneg hc.le hx', sq_nonneg μ.re]
    · linarith
  · intro hr
    have hc : r / T0 < 0 := div_neg_of_neg_of_pos hr hT0
    by_contra hx
    have hx' : μ.re ≤ 0 := not_lt.mp hx
    rcases mul_eq_zero.mp q with hi | hi
    · rw [hi] at p
      nlinarith [mul_nonneg (neg_nonneg.2 hc.le) (neg_nonneg.2 hx'), sq_nonneg μ.re]
    · linarith

/-- For positive `a`, `b` and `T0`, an eigenvalue at the steady state is non-real exactly when
`r² < 4 a b T0³`, and a non-real eigenvalue has real part `-r / (2 T0)`. -/
theorem oscillation_criterion {a b T0 r : ℝ} (ha : 0 < a) (hb : 0 < b)
    (hT0 : 0 < T0) {μ : ℂ} (h : IsEigenvalue (jacobian a b T0 (r / (a * T0))) μ) :
    (μ.im ≠ 0 ↔ r ^ 2 < 4 * a * b * T0 ^ 3) ∧ (μ.im ≠ 0 → μ.re = -r / (2 * T0)) := by
  obtain ⟨p, q⟩ := eigenvalue_parts ha hb hT0 h
  have hr : r / T0 * T0 = r := div_mul_cancel₀ r hT0.ne'
  -- the discriminant, cleared of denominators
  have e : 4 * a * b * T0 ^ 3 - r ^ 2 =
      T0 ^ 2 * (4 * (a * b * T0) - (r / T0) ^ 2) := by
    linear_combination (r / T0 * T0 + r) * hr
  refine ⟨⟨fun hi => ?_, fun hlt hi => ?_⟩, fun hi => ?_⟩
  · have q' := (mul_eq_zero.mp q).resolve_left hi
    have k : 4 * (a * b * T0) - (r / T0) ^ 2 = 4 * μ.im ^ 2 := by
      linear_combination 4 * p - (2 * μ.re + r / T0) * q'
    rw [k] at e
    have : 0 < T0 ^ 2 * (4 * μ.im ^ 2) := by positivity
    linarith
  · rw [hi] at p
    have k : 4 * (a * b * T0) - (r / T0) ^ 2 = -(2 * μ.re + r / T0) ^ 2 := by
      linear_combination 4 * p
    rw [k] at e
    nlinarith [mul_nonneg (sq_nonneg T0) (sq_nonneg (2 * μ.re + r / T0))]
  · have q' := (mul_eq_zero.mp q).resolve_left hi
    rw [eq_div_iff (by positivity)]
    linear_combination T0 * q' - hr

/-- Along a motion of the driven thermostat, at an instant with positive temperature, the function
`lyapunov` changes at the rate `-b r (T - T0)² / (T0 T)`, for positive `a` and `T0`. -/
theorem lyapunov_rate {a b T0 r t : ℝ} {T z : ℝ → ℝ} (ha : 0 < a) (hT0 : 0 < T0)
    (hpos : 0 < T t) (hT : HasDerivAt T (tempRate a r (T t) (z t)) t)
    (hz : HasDerivAt z (frictionRate b T0 (T t)) t) :
    HasDerivAt (fun s => lyapunov a b r T0 (T s) (z s))
      (-(b * r * (T t - T0) ^ 2 / (T0 * T t))) t := by
  have h1 := (hT.fun_sub ((hT.log hpos.ne').const_mul T0)).const_mul b
  have h2 := ((hz.sub_const (r / (a * T0))).fun_pow 2).const_mul (a / 2)
  refine (h1.fun_add h2).congr_deriv ?_
  have e : (2 : ℕ) - 1 = 1 := rfl
  have hne := hpos.ne'
  simp only [tempRate, frictionRate, e, pow_one, Nat.cast_ofNat]
  field_simp
  ring

/-- For positive `a`, `b` and `T0`, along any motion with positive temperature on a time interval,
the function `lyapunov` never increases under heating and never decreases under cooling. -/
theorem lyapunov_monotone {a b T0 r t₁ t₂ : ℝ} {T z : ℝ → ℝ} (ha : 0 < a) (hb : 0 < b)
    (hT0 : 0 < T0) (hpos : ∀ t ∈ Set.Icc t₁ t₂, 0 < T t)
    (hT : ∀ t ∈ Set.Icc t₁ t₂, HasDerivAt T (tempRate a r (T t) (z t)) t)
    (hz : ∀ t ∈ Set.Icc t₁ t₂, HasDerivAt z (frictionRate b T0 (T t)) t) :
    (0 < r → AntitoneOn (fun s => lyapunov a b r T0 (T s) (z s)) (Set.Icc t₁ t₂)) ∧
    (r < 0 → MonotoneOn (fun s => lyapunov a b r T0 (T s) (z s)) (Set.Icc t₁ t₂)) := by
  have hd := fun t ht => lyapunov_rate ha hT0 (hpos t ht) (hT t ht) (hz t ht)
  constructor
  · intro hr
    refine antitoneOn_of_deriv_nonpos (convex_Icc t₁ t₂)
      (fun t ht => (hd t ht).continuousAt.continuousWithinAt)
      (fun t ht => (hd t (interior_subset ht)).differentiableAt.differentiableWithinAt)
      (fun t ht => ?_)
    rw [(hd t (interior_subset ht)).deriv]
    have hp := hpos t (interior_subset ht)
    exact neg_nonpos.2 (by positivity)
  · intro hr
    refine monotoneOn_of_deriv_nonneg (convex_Icc t₁ t₂)
      (fun t ht => (hd t ht).continuousAt.continuousWithinAt)
      (fun t ht => (hd t (interior_subset ht)).differentiableAt.differentiableWithinAt)
      (fun t ht => ?_)
    rw [(hd t (interior_subset ht)).deriv]
    have hp := hpos t (interior_subset ht)
    have e : -(b * r * (T t - T0) ^ 2 / (T0 * T t)) =
        b * (-r) * (T t - T0) ^ 2 / (T0 * T t) := by ring
    rw [e]
    exact div_nonneg (mul_nonneg (mul_nonneg hb.le (neg_nonneg.2 hr.le)) (sq_nonneg _))
      (mul_pos hT0 hp).le

end

end DrivenNoseHoover
```

```lean
#print axioms DrivenNoseHoover.steady_state_iff
#print axioms DrivenNoseHoover.heating_damps_cooling_amplifies
#print axioms DrivenNoseHoover.oscillation_criterion
#print axioms DrivenNoseHoover.lyapunov_monotone
```

```
'DrivenNoseHoover.steady_state_iff' depends on axioms: [propext, Classical.choice, Quot.sound]
'DrivenNoseHoover.heating_damps_cooling_amplifies' depends on axioms: [propext, Classical.choice, Quot.sound]
'DrivenNoseHoover.oscillation_criterion' depends on axioms: [propext, Classical.choice, Quot.sound]
'DrivenNoseHoover.lyapunov_monotone' depends on axioms: [propext, Classical.choice, Quot.sound]
```

## From the calculation to the proofs

`jacobian_entries` applies the standard differentiation rules. `steady_state_iff` cancels the nonzero factor $b$, then clears the denominator $aT_0$ with `eq_div_iff`.

In `eigenvalue_iff`, `h0` and `h1` are the two rows of the eigenvector equation. The step `hv1` shows $v_1\neq0$, `mul_right_cancel₀` removes that factor, and `linear_combination` performs the elimination. The converse supplies the vector `![μ, (b : ℂ)]`.

`eigenvalue_parts` simplifies $a\cdot r/(aT_0)$ to $r/T_0$, abbreviates the coefficients as `c` and `d`, and takes real and imaginary parts. `heating_damps_cooling_amplifies` then assumes the wrong sign of $\operatorname{Re}\mu$ and splits the product $y(2x+c)=0$. `nlinarith` refutes the real case and `linarith` the other.

In `oscillation_criterion`, the identity `e` writes $4abT_0^3-r^2$ as $T_0^2(4d-c^2)$. The two identities named `k` evaluate $4d-c^2$ as $4y^2$ or $-(2x+c)^2$.

`lyapunov_rate` differentiates the two terms of $L$ by the chain rule, and `field_simp` and `ring` carry out the cancellation. `lyapunov_monotone` passes the sign of this derivative to Mathlib's monotonicity criteria on an interval.
